# In the lossless undepleted-pump model, signal and idler stay bounded for every input exactly when the phase mismatch exceeds twice the coupling in magnitude

For coupling $g>0$ and real phase mismatch $D$, every complex solution of $a'=-i\tfrac D2a+igb$, $b'=i\tfrac D2b-iga$ is bounded on $z\ge0$ if and only if $|D|>2g$. Here, up to phase factors, $a$ is the signal envelope and $b$ is the complex conjugate of the idler envelope; $z$ is the distance along the crystal, in the common direction of travel of the waves.

```lean
import Mathlib

open ComplexConjugate

namespace ParametricGain

noncomputable section

/-- The undepleted-pump equations for the signal envelope `a` and the (conjugated) idler
envelope `b`, with coupling `g` and phase mismatch `D`. -/
structure IsSolution (g D : ℝ) (a b : ℝ → ℂ) : Prop where
  signal : ∀ z : ℝ, HasDerivAt a
    (-Complex.I * ((D / 2 : ℝ) : ℂ) * a z + Complex.I * (g : ℂ) * b z) z
  idler : ∀ z : ℝ, HasDerivAt b
    (Complex.I * ((D / 2 : ℝ) : ℂ) * b z - Complex.I * (g : ℂ) * a z) z

/-- The quadratic form `(D/2)(|a|² + |b|²) - 2g Re(a* b)` of the two envelopes. -/
def couplingEnergy (g D : ℝ) (a b : ℂ) : ℝ :=
  D / 2 * (‖a‖ ^ 2 + ‖b‖ ^ 2) - 2 * g * (conj a * b).re

/-- The rate `√(g² - (D/2)²)`. -/
def gainRate (g D : ℝ) : ℝ := Real.sqrt (g ^ 2 - (D / 2) ^ 2)

/-- The coupled equations written for the real quadratures of signal and idler. -/
theorem IsSolution.quadratures {g D : ℝ} {a b : ℝ → ℂ} (h : IsSolution g D a b) (z : ℝ) :
    HasDerivAt (fun t => (a t).re) (D / 2 * (a z).im - g * (b z).im) z ∧
    HasDerivAt (fun t => (a t).im) (-(D / 2) * (a z).re + g * (b z).re) z ∧
    HasDerivAt (fun t => (b t).re) (-(D / 2) * (b z).im + g * (a z).im) z ∧
    HasDerivAt (fun t => (b t).im) (D / 2 * (b z).re - g * (a z).re) z := by
  have hre : ∀ (f : ℝ → ℂ) (f' : ℂ), HasDerivAt f f' z →
      HasDerivAt (fun t => (f t).re) f'.re z :=
    fun f f' hf => Complex.reCLM.hasFDerivAt.comp_hasDerivAt z hf
  have him : ∀ (f : ℝ → ℂ) (f' : ℂ), HasDerivAt f f' z →
      HasDerivAt (fun t => (f t).im) f'.im z :=
    fun f f' hf => Complex.imCLM.hasFDerivAt.comp_hasDerivAt z hf
  refine ⟨(hre _ _ (h.signal z)).congr_deriv ?_, (him _ _ (h.signal z)).congr_deriv ?_,
    (hre _ _ (h.idler z)).congr_deriv ?_, (him _ _ (h.idler z)).congr_deriv ?_⟩ <;>
  · simp only [Complex.add_re, Complex.add_im, Complex.sub_re, Complex.sub_im, Complex.mul_re,
      Complex.mul_im, Complex.neg_re, Complex.neg_im, Complex.I_re, Complex.I_im,
      Complex.ofReal_re, Complex.ofReal_im]
    ring

/-- Signal–idler part of the Manley–Rowe relations: with squared moduli measuring photon flux, the
difference of signal and idler photon fluxes does not change along the crystal. -/
theorem manley_rowe {g D : ℝ} {a b : ℝ → ℂ} (h : IsSolution g D a b) (z : ℝ) :
    ‖a z‖ ^ 2 - ‖b z‖ ^ 2 = ‖a 0‖ ^ 2 - ‖b 0‖ ^ 2 := by
  have key : ∀ t, HasDerivAt (fun t => ((a t).re * (a t).re + (a t).im * (a t).im)
      - ((b t).re * (b t).re + (b t).im * (b t).im)) 0 t := by
    intro t
    obtain ⟨h1, h2, h3, h4⟩ := h.quadratures t
    refine (((h1.fun_mul h1).fun_add (h2.fun_mul h2)).fun_sub
      ((h3.fun_mul h3).fun_add (h4.fun_mul h4))).congr_deriv ?_
    ring
  have hc := is_const_of_deriv_eq_zero (fun t => (key t).differentiableAt)
    (fun t => (key t).deriv) z 0
  try dsimp only at hc
  simp only [Complex.sq_norm, Complex.normSq_apply]
  linear_combination hc

/-- The quadratic form `couplingEnergy` of the two envelopes does not change along the crystal. -/
theorem couplingEnergy_conserved {g D : ℝ} {a b : ℝ → ℂ} (h : IsSolution g D a b) (z : ℝ) :
    couplingEnergy g D (a z) (b z) = couplingEnergy g D (a 0) (b 0) := by
  have key : ∀ t, HasDerivAt (fun t => D / 2 * (((a t).re * (a t).re + (a t).im * (a t).im)
      + ((b t).re * (b t).re + (b t).im * (b t).im))
      - 2 * g * ((a t).re * (b t).re + (a t).im * (b t).im)) 0 t := by
    intro t
    obtain ⟨h1, h2, h3, h4⟩ := h.quadratures t
    refine (((((h1.fun_mul h1).fun_add (h2.fun_mul h2)).fun_add
      ((h3.fun_mul h3).fun_add (h4.fun_mul h4))).const_mul (D / 2)).fun_sub
      (((h1.fun_mul h3).fun_add (h2.fun_mul h4)).const_mul (2 * g))).congr_deriv ?_
    ring
  have hc := is_const_of_deriv_eq_zero (fun t => (key t).differentiableAt)
    (fun t => (key t).deriv) z 0
  try dsimp only at hc
  simp only [couplingEnergy, Complex.sq_norm, Complex.normSq_apply, Complex.mul_re,
    Complex.conj_re, Complex.conj_im]
  linear_combination hc

/-- For `g > 0` and `|D| > 2g` the sum `|a|² + |b|²` never exceeds `(|D| + 2g)/(|D| - 2g)` times its
input value. -/
theorem intensity_bound {g D : ℝ} (hg : 0 < g) (hD : 2 * g < |D|) {a b : ℝ → ℂ}
    (h : IsSolution g D a b) (z : ℝ) :
    ‖a z‖ ^ 2 + ‖b z‖ ^ 2 ≤
      (|D| + 2 * g) / (|D| - 2 * g) * (‖a 0‖ ^ 2 + ‖b 0‖ ^ 2) := by
  -- the interference term is dominated by the sum of the squared moduli
  have cross : ∀ u v : ℂ, -(‖u‖ ^ 2 + ‖v‖ ^ 2) ≤ 2 * (conj u * v).re ∧
      2 * (conj u * v).re ≤ ‖u‖ ^ 2 + ‖v‖ ^ 2 := by
    intro u v
    simp only [Complex.sq_norm, Complex.normSq_apply, Complex.mul_re,
      Complex.conj_re, Complex.conj_im]
    constructor <;> nlinarith [sq_nonneg (u.re + v.re), sq_nonneg (u.im + v.im),
      sq_nonneg (u.re - v.re), sq_nonneg (u.im - v.im)]
  have hQ := couplingEnergy_conserved h z
  unfold couplingEnergy at hQ
  obtain ⟨l1, u1⟩ := cross (a z) (b z)
  obtain ⟨l0, u0⟩ := cross (a 0) (b 0)
  have l1' := mul_le_mul_of_nonneg_left l1 hg.le
  have u1' := mul_le_mul_of_nonneg_left u1 hg.le
  have l0' := mul_le_mul_of_nonneg_left l0 hg.le
  have u0' := mul_le_mul_of_nonneg_left u0 hg.le
  rw [div_mul_eq_mul_div, le_div_iff₀ (by linarith)]
  -- the conserved form is definite, with the sign of the mismatch
  rcases le_total 0 D with hs | hs
  · rw [abs_of_nonneg hs]
    nlinarith
  · rw [abs_of_nonpos hs]
    nlinarith

/-- For `|D| < 2g` the gain rate is positive and there is a mode in which signal and idler
both grow exponentially at this rate. -/
theorem exponential_mode {g D : ℝ} (hD : |D| < 2 * g) :
    0 < gainRate g D ∧ IsSolution g D
      (fun z => (g : ℂ) * (Real.exp (gainRate g D * z) : ℂ))
      (fun z => (((D / 2 : ℝ) : ℂ) - Complex.I * (gainRate g D : ℂ)) *
        (Real.exp (gainRate g D * z) : ℂ)) := by
  obtain ⟨h1, h2⟩ := abs_lt.1 hD
  have hpos : 0 < g ^ 2 - (D / 2) ^ 2 := by
    nlinarith [mul_pos (show 0 < g - D / 2 by linarith) (show 0 < g + D / 2 by linarith)]
  have hr : gainRate g D ^ 2 = g ^ 2 - (D / 2) ^ 2 := Real.sq_sqrt hpos.le
  have hc : (gainRate g D : ℂ) ^ 2 = (g : ℂ) ^ 2 - ((D / 2 : ℝ) : ℂ) ^ 2 := by
    have := congrArg (fun x : ℝ => (x : ℂ)) hr
    simpa only [Complex.ofReal_pow, Complex.ofReal_sub] using this
  have hE : ∀ z : ℝ, HasDerivAt (fun t : ℝ => (Real.exp (gainRate g D * t) : ℂ))
      ((Real.exp (gainRate g D * z) * gainRate g D : ℝ) : ℂ) z := fun z =>
    ((((hasDerivAt_id' z).const_mul (gainRate g D)).exp).congr_deriv (by simp)).ofReal_comp
  refine ⟨Real.sqrt_pos.2 hpos, ⟨fun z => ?_, fun z => ?_⟩⟩
  · refine ((hE z).const_mul _).congr_deriv ?_
    simp only [Complex.ofReal_mul]
    linear_combination (g : ℂ) * (gainRate g D : ℂ) *
      (Real.exp (gainRate g D * z) : ℂ) * Complex.I_sq
  · refine ((hE z).const_mul _).congr_deriv ?_
    simp only [Complex.ofReal_mul]
    linear_combination (Real.exp (gainRate g D * z) : ℂ) * ((D / 2 : ℝ) : ℂ) *
      (gainRate g D : ℂ) * Complex.I_sq -
      (Real.exp (gainRate g D * z) : ℂ) * Complex.I * hc

/-- At `|D| = 2g` a unit signal without idler input evolves linearly in `z`, and the idler
amplitude at `z ≥ 0` is `g z`. -/
theorem linear_growth_at_threshold {g D : ℝ} (hg : 0 < g) (hD : |D| = 2 * g) :
    IsSolution g D (fun z => 1 - Complex.I * ((D / 2 : ℝ) : ℂ) * (z : ℂ))
      (fun z => -Complex.I * (g : ℂ) * (z : ℂ)) ∧
    ∀ z : ℝ, 0 ≤ z → ‖-Complex.I * (g : ℂ) * (z : ℂ)‖ = g * z := by
  have hr : (D / 2) ^ 2 = g ^ 2 := by
    have := sq_abs D
    rw [hD] at this
    linear_combination (-1 / 4) * this
  have hc : ((D / 2 : ℝ) : ℂ) ^ 2 = (g : ℂ) ^ 2 := by
    have := congrArg (fun x : ℝ => (x : ℂ)) hr
    simpa only [Complex.ofReal_pow] using this
  have hz : ∀ z : ℝ, HasDerivAt (fun t : ℝ => (t : ℂ)) 1 z := fun z => by
    simpa using (hasDerivAt_id' z).ofReal_comp
  refine ⟨⟨fun z => ?_, fun z => ?_⟩, fun z h0 => ?_⟩
  · refine (((hz z).const_mul _).const_sub 1).congr_deriv ?_
    try dsimp only
    linear_combination -Complex.I ^ 2 * (z : ℂ) * hc
  · refine ((hz z).const_mul _).congr_deriv ?_
    try dsimp only
    ring
  · rw [norm_mul, norm_mul, norm_neg, Complex.norm_I, Complex.norm_real, Complex.norm_real,
      Real.norm_of_nonneg hg.le, Real.norm_of_nonneg h0, one_mul]

/-- For `g > 0`, all signal and idler envelopes stay bounded on `z ≥ 0` if and only if the mismatch
satisfies `|D| > 2g`. -/
theorem bounded_iff_above_threshold {g D : ℝ} (hg : 0 < g) :
    (∀ a b : ℝ → ℂ, IsSolution g D a b →
      ∃ C : ℝ, ∀ z : ℝ, 0 ≤ z → ‖a z‖ ≤ C ∧ ‖b z‖ ≤ C) ↔ 2 * g < |D| := by
  constructor
  · intro H
    by_contra hn
    rcases lt_or_eq_of_le (not_lt.1 hn) with hlt | heq
    · -- exponential gain exceeds any proposed bound
      obtain ⟨hγ, hsol⟩ := exponential_mode hlt
      obtain ⟨C, hC⟩ := H _ _ hsol
      have hgγ : 0 < g * gainRate g D := mul_pos hg hγ
      have hb := (hC ((|C| + 1) / (g * gainRate g D)) (by positivity)).1
      rw [norm_mul, Complex.norm_real, Complex.norm_real, Real.norm_of_nonneg hg.le,
        Real.norm_of_nonneg (Real.exp_pos _).le] at hb
      have he := mul_le_mul_of_nonneg_left
        (Real.add_one_le_exp (gainRate g D * ((|C| + 1) / (g * gainRate g D)))) hg.le
      have hv : g * gainRate g D * ((|C| + 1) / (g * gainRate g D)) = |C| + 1 :=
        mul_div_cancel₀ _ hgγ.ne'
      nlinarith [le_abs_self C]
    · -- linear growth also exceeds any proposed bound
      obtain ⟨hsol, hnorm⟩ := linear_growth_at_threshold hg heq
      obtain ⟨C, hC⟩ := H _ _ hsol
      have h0 : 0 ≤ (|C| + 1) / g := by positivity
      have hb := (hC _ h0).2
      have hv : g * ((|C| + 1) / g) = |C| + 1 := by field_simp
      rw [hnorm _ h0, hv] at hb
      linarith [le_abs_self C]
  · intro hD a b h
    refine ⟨Real.sqrt ((|D| + 2 * g) / (|D| - 2 * g) * (‖a 0‖ ^ 2 + ‖b 0‖ ^ 2)),
      fun z _ => ?_⟩
    have hb := intensity_bound hg hD h z
    exact ⟨Real.le_sqrt_of_sq_le (by nlinarith [sq_nonneg ‖b z‖]),
      Real.le_sqrt_of_sq_le (by nlinarith [sq_nonneg ‖a z‖])⟩

end

end ParametricGain
```

```lean
#print axioms ParametricGain.manley_rowe
-- 'ParametricGain.manley_rowe' depends on axioms: [propext, Classical.choice, Quot.sound]
#print axioms ParametricGain.bounded_iff_above_threshold
-- 'ParametricGain.bounded_iff_above_threshold' depends on axioms: [propext, Classical.choice, Quot.sound]
```

## Envelopes, coupling and mismatch

A strong pump wave in a crystal with a second-order susceptibility feeds a signal and an idler that travel in the same direction as the pump. Let $A_s$ and $A_i$ be their slowly varying amplitudes, scaled so that their squared moduli are proportional to photon flux. If the pump is not depleted and its phase is absorbed into the amplitudes, then

$$A_s'=ig\,A_i^*e^{iDz},\qquad A_i'=ig\,A_s^*e^{iDz}.$$

The constant $g$ contains the nonlinear susceptibility and the pump amplitude. The mismatch $D$ is the pump wavenumber minus the signal and idler wavenumbers. Setting $a=A_se^{-iDz/2}$ and $b=A_i^*e^{iDz/2}$ removes the explicit $z$-dependence and gives the equations above. Moduli are unchanged, so bounds on $a$ and $b$ are bounds on the original amplitudes.

In Lean, `IsSolution g D a b` says that the functions `a b : ℝ → ℂ` satisfy both equations at every real $z$. The theorem `bounded_iff_above_threshold` assumes only `0 < g`. Its left side says that each solution has some constant $C$ with $|a(z)|\le C$ and $|b(z)|\le C$ for all $z\ge0$. The constant may depend on the solution, as it must in a linear problem, where any nonzero solution can be scaled up.

In the theorem names, "threshold" means the value $|D|=2g$ that separates bounded from unbounded solutions, not the point at which gain balances loss in an optical cavity. The model has plane, monochromatic waves, no absorption and a constant pump, so unbounded growth means that the undepleted-pump approximation eventually fails. In the same lossless two-mode model with a classical pump, the Heisenberg equations for the signal annihilation operator and the idler creation operator have this linear form, so the condition also separates bounded from unbounded photon-pair generation.

## Two conserved quantities

From the equations,

$$\frac{d}{dz}|a|^2=2\,\mathrm{Re}(a^*a')=-2g\,\mathrm{Im}(a^*b),$$

$$\frac{d}{dz}|b|^2=2\,\mathrm{Re}(b^*b')=-2g\,\mathrm{Im}(a^*b).$$

Hence $|a|^2-|b|^2$ is constant: signal and idler photons appear and disappear in pairs. This is the content of `manley_rowe`. It is the signal–idler part of the Manley–Rowe relations; the photons lost by the pump are not tracked, because the pump is held fixed.

A difference of squares cannot bound its two terms separately. The second conserved quantity, `couplingEnergy`, is not the optical energy of the two waves but the quadratic form

$$Q=\tfrac D2\left(|a|^2+|b|^2\right)-2g\,\mathrm{Re}(a^*b).$$

To see that it is constant, compute

$$\frac{d}{dz}(a^*b)=iD\,a^*b-ig\left(|a|^2+|b|^2\right),$$

whose real part is $-D\,\mathrm{Im}(a^*b)$. Therefore

$$Q'=\tfrac D2\left(-4g\,\mathrm{Im}(a^*b)\right)+2gD\,\mathrm{Im}(a^*b)=0.$$

The Lean proofs do the same calculation in real coordinates. `IsSolution.quadratures` takes real and imaginary parts of the two equations, which gives four real equations. The product rule then yields the derivative of each conserved expression, `ring` reduces it to zero, and `is_const_of_deriv_eq_zero` turns the zero derivative into equality of the values at $z$ and at $0$.

## Large mismatch makes the conserved form definite

Write $N=|a|^2+|b|^2$, which is proportional to the summed photon flux of signal and idler. Since $|a\pm b|^2\ge0$, we have $-N\le2\,\mathrm{Re}(a^*b)\le N$. If $D>2g$, these inequalities at $z$ and at $0$ give

$$\left(\tfrac D2-g\right)N(z)\le Q(z)=Q(0)\le\left(\tfrac D2+g\right)N(0).$$

If $D<-2g$, the same estimate holds for $-Q$ with $|D|$ in place of $D$. In both cases

$$N(z)\le\frac{|D|+2g}{|D|-2g}\,N(0).$$

This is `intensity_bound`, which holds for every real $z$. Its local statement `cross` supplies the two-sided inequality for the interference term. The proof then clears the positive denominator and splits on the sign of $D$, and `nlinarith` combines the estimates with conservation of $Q$. In the final theorem, the square root of the right-hand side serves as $C$ for both envelopes.

## Small mismatch permits exponential gain

Suppose $|D|<2g$ and set $\gamma=\sqrt{g^2-(D/2)^2}>0$, called `gainRate` in the file. Try

$$a=g\,e^{\gamma z},\qquad b=\left(\tfrac D2-i\gamma\right)e^{\gamma z}.$$

After division by $e^{\gamma z}$, the right side of the signal equation is

$$-i\tfrac D2g+ig\left(\tfrac D2-i\gamma\right)=g\gamma,$$

as required. The right side of the idler equation is

$$i\tfrac D2\left(\tfrac D2-i\gamma\right)-ig^2=\tfrac D2\gamma-i\left(g^2-\tfrac{D^2}{4}\right)=\gamma\left(\tfrac D2-i\gamma\right),$$

where the last step uses $\gamma^2=g^2-D^2/4$. The two moduli are equal, since $|D/2-i\gamma|=g$, so the mode can grow while $|a|^2-|b|^2$ stays at zero.

`exponential_mode` proves both $\gamma>0$ and the solution property. Its `linear_combination` steps use $i^2=-1$ and the formula for $\gamma^2$, exactly as above.

To defeat a proposed bound $C$, the final theorem evaluates the signal at $z=(|C|+1)/(g\gamma)$. Because $e^x\ge1+x$,

$$|a(z)|=g\,e^{\gamma z}\ge g+g\gamma z=g+|C|+1>C.$$

## Equality gives linear growth

At $|D|=2g$ the rate $\gamma$ vanishes, and a different solution is needed. Take a unit signal and no idler at the input:

$$a=1-i\tfrac D2z,\qquad b=-igz.$$

The right sides of the two equations become

$$-i\tfrac D2\left(1-i\tfrac D2z\right)+ig(-igz)=-i\tfrac D2+\left(g^2-\tfrac{D^2}{4}\right)z=-i\tfrac D2,$$

$$i\tfrac D2(-igz)-ig\left(1-i\tfrac D2z\right)=-ig.$$

These are $a'$ and $b'$. For $z\ge0$ the idler amplitude is $|b(z)|=gz$, so its photon flux grows as $z^2$. `linear_growth_at_threshold` states both facts, and evaluation at $z=(|C|+1)/g$ gives $|b(z)|=|C|+1>C$.

Not every input grows at equality: for $D=2g$, any constant pair with $a=b$ solves the equations. One unbounded solution is enough to make the left side of the equivalence false.

The forward direction of `bounded_iff_above_threshold` assumes that all solutions are bounded but $|D|\le2g$, and reaches a contradiction from the exponential mode or from the linear one. The reverse direction is the bound from the definite form.

## How much idler a mismatched crystal can produce

The two conservation laws also limit conversion when $|D|>2g$ and no idler enters, $b(0)=0$. This corollary is derived here by hand and is not among the theorems in the file. Substituting $|a|^2=|a(0)|^2+|b|^2$ into $Q(z)=Q(0)$ gives

$$D|b|^2=2g\,\mathrm{Re}(a^*b),$$

and hence $|D|\,|b|\le2g\,|a|$. Squaring and using the first conservation law again,

$$|b(z)|^2\le\frac{4g^2}{D^2-4g^2}\,|a(0)|^2.$$

With no idler at the input, the signal photon flux is therefore multiplied by at most $D^2/(D^2-4g^2)$, a factor that tends to one as $|D|/g$ increases.
